# At two fixed, different temperatures, the equilibrium mean acceptance of a replica swap is at most \(r^N\), with \(r<1\) independent of \(N\), if each replica consists of \(N\) noninteracting copies of a finite system with nonconstant energy

## Can lucky pairs keep replica exchange alive in a large system?

I tuned two neighbouring temperatures on a small system and got a comfortable swap rate. Then I kept the same two temperatures for a much larger system, and the swaps all but stopped, although each replica still sampled its own temperature properly.

I see that the gap between the mean energies grows with size. But the acceptance is an average, and whenever the colder replica happens to have the higher energy, the swap is accepted with certainty. Could such pairs hold the mean acceptance above some floor, or must it go to zero? And if it must, how fast?

## The midpoint partition function leaves no floor

It goes to zero, at least exponentially fast, if the large system is modelled as \(N\) noninteracting copies of a finite one whose energy is not constant. The lucky pairs don't help: they are always accepted, so their total probability can't exceed the mean acceptance, and it shrinks too.

**One copy.** Let \(U(x)\) be the energy of configuration \(x\), and let \(Z(\beta)=\sum_x e^{-\beta U(x)}\). The replicas are independent and in equilibrium at the inverse temperatures \(\beta_1\) and \(\beta_2\), so the pair \((x,y)\) has probability
\[
w(x,y)=\frac{e^{-\beta_1U(x)}e^{-\beta_2U(y)}}{Z(\beta_1)Z(\beta_2)},\qquad \sum_{x,y}w(x,y)=1 .
\]
Exchanging the configurations multiplies this probability by \(e^{t}\), with \(t(x,y)=(\beta_1-\beta_2)(U(x)-U(y))\). The mean Metropolis acceptance is therefore \(A=\sum_{x,y} w\,\min(1,e^{t})\).

For \(t\ge 0\) we have \(\min(1,e^t)=1\le e^{t/2}\), and for \(t\le 0\) we have \(\min(1,e^t)=e^t\le e^{t/2}\). Hence \(A\le\sum_{x,y} w\,e^{t/2}\). The factor \(e^{t/2}\) moves both replicas to the midpoint inverse temperature:
\[
-\beta_1U(x)-\beta_2U(y)+\tfrac12 t(x,y)=-\tfrac{\beta_1+\beta_2}{2}\,\bigl(U(x)+U(y)\bigr).
\]
The double sum then factorises, and
\[
A\le r,\qquad r=\frac{Z\!\left(\frac{\beta_1+\beta_2}{2}\right)^2}{Z(\beta_1)Z(\beta_2)} .
\]

**Why \(r<1\).** Since \(w(x,y)\,e^{t(x,y)}=w(y,x)\), relabelling the sum gives \(\sum_{x,y} w\,e^t=1\). Expanding a square,
\[
\tfrac12\sum_{x,y} w\,(1-e^{t/2})^2=\tfrac12(1-2r+1)=1-r .
\]
Every \(w(x,y)\) is positive, so \(r<1\) exactly when \(t\neq0\) for some pair, that is, when \(\beta_1\ne\beta_2\) and \(U\) is not constant.

**\(N\) copies.** The energies add, so the Boltzmann sum factorises into \(Z_N(\beta)=Z(\beta)^N\), and the ratio for the whole system is \(r^N\). The one-copy bound holds for any finite system. Applied to this one, it gives \(A_N\le r^N\) for the mean acceptance \(A_N\), and since \(A_N\ge0\), \(A_N\to0\).

For simulation practice this means that, within this noninteracting model, a temperature spacing tuned on a small system can't be carried over unchanged to an arbitrarily large one.

Here is the argument in Lean 4:

```lean
import Mathlib

open Finset Filter Topology

namespace ReplicaExchangeScaling

noncomputable section

variable {X : Type*} [Fintype X] (U : X → ℝ) (β₁ β₂ : ℝ)

/-- The canonical partition function of a finite system with energy `U`. -/
def partitionFunction (β : ℝ) : ℝ := ∑ x, Real.exp (-β * U x)

/-- The Boltzmann probability of a configuration, for a nonempty configuration space. -/
def boltzmann (β : ℝ) (x : X) : ℝ := Real.exp (-β * U x) / partitionFunction U β

/-- The joint probability of two independent replicas, the first at `β₁` and the second at `β₂`,
for a nonempty configuration space. -/
def weight (p : X × X) : ℝ := boltzmann U β₁ p.1 * boltzmann U β₂ p.2

/-- The logarithm of the Boltzmann ratio for exchanging the two configurations. -/
def swapLog (p : X × X) : ℝ := (β₁ - β₂) * (U p.1 - U p.2)

/-- The equilibrium mean of the Metropolis acceptance probability of a replica swap,
for a nonempty configuration space. -/
def meanAcceptance : ℝ := ∑ p, weight U β₁ β₂ p * min 1 (Real.exp (swapLog U β₁ β₂ p))

/-- The ratio `Z((β₁ + β₂)/2)² / (Z(β₁) Z(β₂))`, for a nonempty configuration space. -/
def overlapRatio : ℝ :=
  partitionFunction U ((β₁ + β₂) / 2) ^ 2 / (partitionFunction U β₁ * partitionFunction U β₂)

/-- The total energy of `N` noninteracting copies of a system. -/
def copies (N : ℕ) (x : Fin N → X) : ℝ := ∑ i, U (x i)

/-- On a nonempty configuration space the joint law of the replicas is positive and normalised. -/
theorem weight_law [Nonempty X] :
    (∀ p, 0 < weight U β₁ β₂ p) ∧ ∑ p, weight U β₁ β₂ p = 1 := by
  have hZ : ∀ β, 0 < partitionFunction U β := fun β =>
    Finset.sum_pos (fun x _ => Real.exp_pos _) Finset.univ_nonempty
  have hs : ∀ β, ∑ x, boltzmann U β x = 1 := by
    intro β
    simp only [boltzmann]
    rw [← Finset.sum_div]
    exact div_self (hZ β).ne'
  refine ⟨fun p => mul_pos (div_pos (Real.exp_pos _) (hZ _))
    (div_pos (Real.exp_pos _) (hZ _)), ?_⟩
  simp only [weight, Fintype.sum_prod_type]
  rw [← Finset.sum_mul_sum, hs, hs, one_mul]

/-- On a nonempty configuration space the mean Boltzmann ratio of a swap is one. -/
theorem mean_swap_ratio [Nonempty X] :
    ∑ p, weight U β₁ β₂ p * Real.exp (swapLog U β₁ β₂ p) = 1 := by
  -- the ratio turns the weight of a pair into the weight of the exchanged pair
  have hb : ∀ p : X × X, weight U β₁ β₂ p * Real.exp (swapLog U β₁ β₂ p)
      = weight U β₁ β₂ p.swap := by
    intro p
    have h : Real.exp (-β₁ * U p.1) * Real.exp (-β₂ * U p.2)
        * Real.exp ((β₁ - β₂) * (U p.1 - U p.2))
        = Real.exp (-β₁ * U p.2) * Real.exp (-β₂ * U p.1) := by
      simp only [← Real.exp_add]
      congr 1
      ring
    simp only [weight, boltzmann, swapLog, Prod.fst_swap, Prod.snd_swap]
    linear_combination h / (partitionFunction U β₁ * partitionFunction U β₂)
  rw [Finset.sum_congr rfl fun p _ => hb p]
  exact (Equiv.sum_comp (Equiv.prodComm X X) (weight U β₁ β₂)).trans (weight_law U β₁ β₂).2

/-- The mean square root of the Boltzmann ratio of a swap is the overlap ratio. -/
theorem mean_sqrt_swap_ratio :
    ∑ p, weight U β₁ β₂ p * Real.exp (swapLog U β₁ β₂ p / 2) = overlapRatio U β₁ β₂ := by
  -- both replicas are shifted to the midpoint inverse temperature
  have hm : ∀ p : X × X, weight U β₁ β₂ p * Real.exp (swapLog U β₁ β₂ p / 2)
      = Real.exp (-((β₁ + β₂) / 2) * U p.1) * Real.exp (-((β₁ + β₂) / 2) * U p.2)
        / (partitionFunction U β₁ * partitionFunction U β₂) := by
    intro p
    have h : Real.exp (-β₁ * U p.1) * Real.exp (-β₂ * U p.2)
        * Real.exp ((β₁ - β₂) * (U p.1 - U p.2) / 2)
        = Real.exp (-((β₁ + β₂) / 2) * U p.1) * Real.exp (-((β₁ + β₂) / 2) * U p.2) := by
      simp only [← Real.exp_add]
      congr 1
      ring
    rw [← h]
    simp only [weight, boltzmann, swapLog]
    ring
  rw [Finset.sum_congr rfl fun p _ => hm p, ← Finset.sum_div]
  simp only [Fintype.sum_prod_type]
  rw [← Finset.sum_mul_sum, ← sq]
  rfl

/-- On a nonempty configuration space the mean swap acceptance is at most the overlap ratio. -/
theorem meanAcceptance_le [Nonempty X] : meanAcceptance U β₁ β₂ ≤ overlapRatio U β₁ β₂ := by
  rw [← mean_sqrt_swap_ratio]
  refine Finset.sum_le_sum fun p _ =>
    mul_le_mul_of_nonneg_left ?_ ((weight_law U β₁ β₂).1 p).le
  -- min(1, e^t) ≤ e^(t/2)
  rcases le_total 0 (swapLog U β₁ β₂ p) with h | h
  · exact (min_le_left _ _).trans (Real.one_le_exp (by linarith))
  · exact (min_le_right _ _).trans (Real.exp_le_exp.2 (by linarith))

/-- On a nonempty configuration space the overlap ratio is below one exactly when the two
inverse temperatures differ and the energy is not constant. -/
theorem overlapRatio_lt_one_iff [Nonempty X] :
    overlapRatio U β₁ β₂ < 1 ↔ β₁ ≠ β₂ ∧ ∃ x y, U x ≠ U y := by
  -- the deficit 1 - r is a mean square
  have hid : 1 - overlapRatio U β₁ β₂ = 1 / 2 *
      ∑ p, weight U β₁ β₂ p * (1 - Real.exp (swapLog U β₁ β₂ p / 2)) ^ 2 := by
    have hp : ∀ p, weight U β₁ β₂ p * (1 - Real.exp (swapLog U β₁ β₂ p / 2)) ^ 2
        = weight U β₁ β₂ p + weight U β₁ β₂ p * Real.exp (swapLog U β₁ β₂ p)
          - 2 * (weight U β₁ β₂ p * Real.exp (swapLog U β₁ β₂ p / 2)) := by
      intro p
      have h : Real.exp (swapLog U β₁ β₂ p / 2) ^ 2 = Real.exp (swapLog U β₁ β₂ p) := by
        rw [sq, ← Real.exp_add, add_halves]
      linear_combination weight U β₁ β₂ p * h
    rw [Finset.sum_congr rfl fun p _ => hp p, Finset.sum_sub_distrib, Finset.sum_add_distrib,
      ← Finset.mul_sum, (weight_law U β₁ β₂).2, mean_swap_ratio, mean_sqrt_swap_ratio]
    ring
  constructor
  · intro hr
    by_contra hc
    have h0 : ∀ p, swapLog U β₁ β₂ p = 0 := by
      intro p
      by_contra hne
      obtain ⟨hb, hU⟩ := mul_ne_zero_iff.1 hne
      exact hc ⟨sub_ne_zero.1 hb, _, _, sub_ne_zero.1 hU⟩
    rw [Finset.sum_eq_zero fun p _ => by rw [h0 p]; simp] at hid
    linarith
  · rintro ⟨hb, x, y, hxy⟩
    have ht : swapLog U β₁ β₂ (x, y) ≠ 0 :=
      mul_ne_zero (sub_ne_zero.2 hb) (sub_ne_zero.2 hxy)
    have hne : 1 - Real.exp (swapLog U β₁ β₂ (x, y) / 2) ≠ 0 := by
      intro h
      have h1 : Real.exp (swapLog U β₁ β₂ (x, y) / 2) = 1 := by linarith
      rw [Real.exp_eq_one_iff] at h1
      exact ht (by linarith)
    have hw := (weight_law U β₁ β₂).1
    have hpos : 0 < ∑ p, weight U β₁ β₂ p * (1 - Real.exp (swapLog U β₁ β₂ p / 2)) ^ 2 :=
      Finset.sum_pos' (fun p _ => mul_nonneg (hw p).le (sq_nonneg _))
        ⟨(x, y), Finset.mem_univ _,
          mul_pos (hw _) ((sq_nonneg _).lt_of_ne' (pow_ne_zero 2 hne))⟩
    linarith

/-- The overlap ratio of `N` noninteracting copies is the `N`-th power of that of one copy. -/
theorem overlapRatio_copies (N : ℕ) :
    overlapRatio (copies U N) β₁ β₂ = overlapRatio U β₁ β₂ ^ N := by
  -- the partition function factorises over the copies
  have hZ : ∀ β, partitionFunction (copies U N) β = partitionFunction U β ^ N := by
    intro β
    simp only [partitionFunction, copies]
    rw [Fintype.sum_pow]
    refine Finset.sum_congr rfl fun x _ => ?_
    rw [← Real.exp_sum, Finset.mul_sum]
  simp only [overlapRatio, hZ]
  rw [div_pow, mul_pow, ← pow_mul, ← pow_mul, mul_comm N 2]

/-- For a nonconstant energy and two different inverse temperatures, the overlap ratio `r` of one
copy is below one, and the mean swap acceptance of `N` noninteracting copies is at most `r^N`. -/
theorem acceptance_exponential_in_size (hβ : β₁ ≠ β₂) (hU : ∃ x y, U x ≠ U y) :
    overlapRatio U β₁ β₂ < 1 ∧
      ∀ N : ℕ, meanAcceptance (copies U N) β₁ β₂ ≤ overlapRatio U β₁ β₂ ^ N := by
  have : Nonempty X := ⟨hU.choose⟩
  refine ⟨(overlapRatio_lt_one_iff U β₁ β₂).2 ⟨hβ, hU⟩, fun N => ?_⟩
  rw [← overlapRatio_copies]
  exact meanAcceptance_le (copies U N) β₁ β₂

/-- For a nonconstant energy and two different inverse temperatures, the mean swap acceptance
of `N` noninteracting copies tends to zero as `N` grows. -/
theorem acceptance_tendsto_zero (hβ : β₁ ≠ β₂) (hU : ∃ x y, U x ≠ U y) :
    Tendsto (fun N : ℕ => meanAcceptance (copies U N) β₁ β₂) atTop (𝓝 0) := by
  have : Nonempty X := ⟨hU.choose⟩
  obtain ⟨hr, hN⟩ := acceptance_exponential_in_size U β₁ β₂ hβ hU
  have hr0 : 0 ≤ overlapRatio U β₁ β₂ := by
    rw [← mean_sqrt_swap_ratio]
    exact Finset.sum_nonneg fun p _ =>
      mul_nonneg ((weight_law U β₁ β₂).1 p).le (Real.exp_pos _).le
  refine squeeze_zero (fun N => ?_) hN (tendsto_pow_atTop_nhds_zero_of_lt_one hr0 hr)
  exact Finset.sum_nonneg fun p _ => mul_nonneg ((weight_law (copies U N) β₁ β₂).1 p).le
    (le_min zero_le_one (Real.exp_pos _).le)

end

end ReplicaExchangeScaling
```

```lean
#print axioms ReplicaExchangeScaling.acceptance_exponential_in_size
#print axioms ReplicaExchangeScaling.acceptance_tendsto_zero
```

```
'ReplicaExchangeScaling.acceptance_exponential_in_size' depends on axioms: [propext, Classical.choice, Quot.sound]
'ReplicaExchangeScaling.acceptance_tendsto_zero' depends on axioms: [propext, Classical.choice, Quot.sound]
```

## What the theorems say about the two replicas

`X` is the finite set of configurations of one copy and `U` its energy. `β₁` and `β₂` are inverse temperatures with Boltzmann's constant absorbed; they may be any real numbers. A configuration of the large system is a function `Fin N → X`, and `copies U N` is its total energy.

Two names need care. `weight` is the normalised joint probability \(w\), not a bare Boltzmann factor. `overlapRatio` is \(r\), the square of \(\sum_x\sqrt{p_1(x)p_2(x)}\) for the two Boltzmann distributions \(p_1,p_2\), and not the shared area of two energy histograms.

`acceptance_exponential_in_size` assumes `β₁ ≠ β₂` and two configurations of different energy. It concludes that \(r<1\) and that \(A_N\le r^N\) for every \(N\), including \(N=0\), where both sides equal one. `acceptance_tendsto_zero` states the limit under the same assumptions.

The theorems bound \(A_N\) only from above; they give no lower bound. The average is over equilibrium pairs, so nothing is said about a run that has not equilibrated. Applying the result to your simulation also means treating a large interacting system as many independent copies and, if its coordinates are continuous, replacing them by a finite set of configurations. The theorems justify neither step.

## How the lemmas carry the argument

- `weight_law` proves that \(w\) is positive and sums to one, by factorising the double sum.
- `mean_swap_ratio` proves \(\sum w\,e^t=1\). Its inner statement `hb` is the identity \(w(x,y)e^{t(x,y)}=w(y,x)\), obtained by merging exponentials and comparing exponents with `ring`; `Equiv.sum_comp` does the relabelling.
- `mean_sqrt_swap_ratio` is the shift to the midpoint, pair by pair in `hm`, followed by factorisation.
- `meanAcceptance_le` compares the sums term by term, splitting on the sign of \(t\).
- `overlapRatio_lt_one_iff` first establishes the mean-square formula for \(1-r\) as `hid`. If the temperatures agree or the energy is constant, every term vanishes and \(r=1\). Otherwise one term is strictly positive, and `Finset.sum_pos'` makes the whole sum positive.
- `overlapRatio_copies` uses `Fintype.sum_pow`, which expands the \(N\)-th power of a sum into a sum over functions `Fin N → X`. This is the factorisation of \(Z_N\).

The main theorem rewrites \(r^N\) as the overlap ratio of the large system and applies `meanAcceptance_le` to `copies U N`. The limit follows from `squeeze_zero`, with \(A_N\) held between zero and \(r^N\).
